# Mode tracking is a permutation when every old mode has a squared overlap above one half with a new one

Let $w_i$ and $v_j$ be two orthonormal families of real vectors, the old and the new Hessian modes, labelled by the same finite set. Suppose that every old mode $w_i$ has some new mode $v_j$ with $\langle w_i, v_j\rangle^2 > 1/2$. Then this $j$ is unique for each $i$, and the assignment of $i$ to $j$ is a permutation. The partner of $w_i$ is also the new mode with which it has the largest squared overlap, and the permutation gives a larger total squared overlap than any other.

The families need not span the space. The result therefore covers complete bases of $\mathbb R^n$ as well as vibrational modes from which translations and rotations have been projected out, as long as both sets have the same number of members.

Some saddle-point searches diagonalise the Hessian repeatedly and follow one chosen eigenvector uphill. As the geometry changes, the order of the eigenvectors by eigenvalue may change too. For two orthonormal sets of real modes with the same finite number of members, the condition above guarantees that relabelling by maximum squared overlap neither loses a mode nor assigns one twice.

## Two large overlaps do not fit into one unit vector

Write $W_{ij} = \langle w_i, v_j\rangle^2$ for the overlap weight. The square removes the arbitrary sign of each eigenvector. Since every mode has unit length, $W_{ij}$ is the squared length of the projection of $w_i$ on $v_j$.

**At most one dominant partner.** Take two different new modes $v_j$ and $v_k$, and set $x = \langle w_i, v_j\rangle$ and $y = \langle w_i, v_k\rangle$. Remove both projections from $w_i$ and compute the squared length of what remains:

$$
0 \le \| w_i - x v_j - y v_k \|^2 = 1 - 2x^2 - 2y^2 + x^2 + y^2 = 1 - x^2 - y^2 .
$$

The cross term $2xy\langle v_j, v_k\rangle$ vanishes by orthogonality. Hence

$$
W_{ij} + W_{ik} \le 1 \qquad (j \ne k),
$$

which is Bessel's inequality for two vectors. If both weights exceeded $1/2$, their sum would exceed 1. So each old mode has at most one partner with weight above $1/2$. By hypothesis it has at least one; call it $\sigma(i)$.

**No shared partner.** Suppose that $\sigma(a) = \sigma(b) = j$ for two old modes labelled $a$ and $b$. The inner product is symmetric, so the new mode $v_j$ has squared overlap above $1/2$ with both $w_a$ and $w_b$. The argument just given, with the two families exchanged, forces $a = b$. Thus $\sigma$ is injective, and an injective map of a finite set into itself is a bijection.

**Strict maximum.** For $j \ne \sigma(i)$,

$$
W_{ij} \le 1 - W_{i\sigma(i)} < \tfrac12 < W_{i\sigma(i)} .
$$

**Largest total.** Let $\tau$ be a permutation different from $\sigma$. Where $\tau(i) = \sigma(i)$, the two weights are equal. Where $\tau(i) \neq \sigma(i)$, the weight $W_{i\tau(i)}$ is strictly smaller than $W_{i\sigma(i)}$, and this happens for at least one $i$. Summing over $i$ gives

$$
\sum_i W_{i\tau(i)} < \sum_i W_{i\sigma(i)} .
$$

Choosing the best partner for each mode separately and maximising the total over all permutations therefore give the same answer.

## Modes as orthonormal families

In Lean 4 with Mathlib:

```lean
import Mathlib

open scoped InnerProductSpace

namespace ModeTracking

noncomputable section

variable {ι E : Type*} [NormedAddCommGroup E] [InnerProductSpace ℝ E]
```

The type `ι` is the set of mode labels, and `E` is the real inner product space in which the modes live. Its inner product is whichever one makes the modes orthonormal. For normal modes this is usually the ordinary dot product in mass-weighted coordinates; the same modes written as unweighted Cartesian displacements are in general not orthogonal. No dimension is fixed, and finiteness of `ι` is assumed only in the theorems that need it.

```lean
/-- The overlap weight of old mode `i` with new mode `j`: the squared inner product. -/
def overlapWeight (w v : ι → E) (i j : ι) : ℝ := (inner ℝ (w i) (v j)) ^ 2
```

A family of modes is a function `ι → E`, and `overlapWeight w v i j` is $W_{ij}$. The first label always belongs to the first family. Neither a Hessian nor an eigenvalue appears: all that is used of the modes is their orthonormality.

```lean
/-- The overlap weight is unchanged when old and new modes exchange roles. -/
theorem overlapWeight_comm (w v : ι → E) (i j : ι) :
    overlapWeight w v i j = overlapWeight v w j i := by
  have e : inner ℝ (w i) (v j) = inner ℝ (v j) (w i) := real_inner_comm _ _
  unfold overlapWeight
  rw [e]
```

Exchanging the families transposes the table of weights. This is the symmetry of the real inner product, squared.

## Bessel's inequality and the unique partner

```lean
/-- Two different new modes together carry at most weight one of a given old mode. -/
theorem overlapWeight_add_le_one {w v : ι → E} (hw : Orthonormal ℝ w)
    (hv : Orthonormal ℝ v) (i : ι) {j k : ι} (hjk : j ≠ k) :
    overlapWeight w v i j + overlapWeight w v i k ≤ 1 := by
  classical
  -- Bessel's inequality for the two new modes
  have h := hv.sum_inner_products_le (w i) (s := {j, k})
  rw [Finset.sum_pair hjk, hw.1 i] at h
  simp only [Real.norm_eq_abs, sq_abs] at h
  rw [overlapWeight_comm w v i j, overlapWeight_comm w v i k]
  unfold overlapWeight
  linarith
```

This is $W_{ij} + W_{ik} \le 1$ for $j \neq k$. The hypothesis `Orthonormal ℝ w` says that the vectors have unit norm and are mutually orthogonal; from `w` only the unit norm `hw.1 i` is needed here. Mathlib's `sum_inner_products_le` is Bessel's inequality for a finite set of vectors, applied to the set `{j, k}`. It writes the new mode first in each inner product, so `overlapWeight_comm` is used to bring the goal into the same order.

```lean
/-- An old mode has at most one new mode with overlap weight above one half. -/
theorem dominant_unique {w v : ι → E} (hw : Orthonormal ℝ w) (hv : Orthonormal ℝ v)
    {i j k : ι} (hj : 1 / 2 < overlapWeight w v i j)
    (hk : 1 / 2 < overlapWeight w v i k) : j = k := by
  by_contra hne
  have h := overlapWeight_add_le_one hw hv i hne
  linarith
```

If `j` and `k` were different, the previous inequality would contradict the two lower bounds. `linarith` finds the contradiction by adding them.

## The permutation

```lean
/-- For two finite orthonormal families with the same labels: if every old mode has a new mode with
overlap weight above one half, these partners are unique and form a permutation, and each partner is
the strict maximum of overlap. -/
theorem exists_tracking_perm [Finite ι] {w v : ι → E} (hw : Orthonormal ℝ w)
    (hv : Orthonormal ℝ v) (h : ∀ i, ∃ j, 1 / 2 < overlapWeight w v i j) :
    ∃ σ : Equiv.Perm ι, (∀ i j, 1 / 2 < overlapWeight w v i j ↔ j = σ i) ∧
      ∀ i j, j ≠ σ i → overlapWeight w v i j < overlapWeight w v i (σ i) := by
  choose f hf using h
  -- two old modes cannot share a partner: exchange the roles of the families
  have hinj : Function.Injective f := by
    intro a b hab
    have ha := hf a
    have hb := hf b
    rw [← hab] at hb
    rw [overlapWeight_comm] at ha hb
    exact dominant_unique hv hw ha hb
  -- on a finite set of modes, injectivity gives a permutation
  refine ⟨Equiv.ofBijective f (Finite.injective_iff_bijective.mp hinj), ?_, ?_⟩
  · intro i j
    rw [Equiv.ofBijective_apply]
    constructor
    · intro hj
      exact dominant_unique hw hv hj (hf i)
    · intro hj
      rw [hj]
      exact hf i
  · intro i j hj
    rw [Equiv.ofBijective_apply] at hj ⊢
    have h1 := overlapWeight_add_le_one hw hv i hj
    have h2 := hf i
    linarith
```

In words: given two orthonormal families with the same finite label set, and a new mode of weight above $1/2$ for every old mode, there is a permutation `σ` with two properties. First, the weight of the pair `i`, `j` exceeds $1/2$ exactly when `j = σ i`. This equivalence contains both the existence and the uniqueness of the partner, and it also determines `σ`. Second, every other new mode has a strictly smaller weight with `w i` than `v (σ i)` has. `Equiv.Perm ι` is the type of bijections of `ι` onto itself, so every new mode is reached.

The proof follows the derivation. `choose` picks a dominant partner `f i` for each `i`. For injectivity, `hab` says that `a` and `b` have the same partner; the weights are transposed with `overlapWeight_comm`, and `dominant_unique hv hw` is applied with the families exchanged. `Finite.injective_iff_bijective` then makes `f` a bijection. The two remaining goals are the equivalence, which is uniqueness once more, and the strict maximum, which follows from the two-vector Bessel inequality.

Finiteness is needed. With infinitely many labels $0, 1, 2, \dots$ and $w_i = v_{i+1}$, every old mode has a partner of weight 1, but $v_0$ is left over.

The overlap condition is a hypothesis on the two sets of modes. Physically, it says that each old mode keeps more than half of its squared length along a single new mode. A short step between geometries favours this but does not ensure it: within a degenerate eigenspace the eigenvectors may be rotated freely, and near an avoided crossing two modes may mix strongly.

## The largest total overlap

```lean
/-- A permutation whose overlap weights all exceed one half has a strictly larger total
overlap than any other permutation. -/
theorem tracking_perm_maximises_total [Fintype ι] {w v : ι → E} (hw : Orthonormal ℝ w)
    (hv : Orthonormal ℝ v) (σ τ : Equiv.Perm ι)
    (hσ : ∀ i, 1 / 2 < overlapWeight w v i (σ i)) (hne : τ ≠ σ) :
    ∑ i, overlapWeight w v i (τ i) < ∑ i, overlapWeight w v i (σ i) := by
  have key : ∀ i, τ i ≠ σ i →
      overlapWeight w v i (τ i) < overlapWeight w v i (σ i) := by
    intro i hi
    have h1 := overlapWeight_add_le_one hw hv i hi
    have h2 := hσ i
    linarith
  -- the permutations differ at some mode, where the inequality is strict
  have hex : ∃ i, τ i ≠ σ i := by
    by_contra hcon
    push Not at hcon
    exact hne (Equiv.ext hcon)
  obtain ⟨i, hi⟩ := hex
  refine Finset.sum_lt_sum (fun k _ => ?_) ⟨i, Finset.mem_univ i, key i hi⟩
  by_cases hk : τ k = σ k
  · rw [hk]
  · exact (key k hk).le
```

The two families are again orthonormal, with the same finite label set. Here `σ` is any permutation whose weights all exceed $1/2$, in particular the one found above, and `τ` is any other. The statement `key` is the strict inequality at a label where the two differ. Such a label exists, since permutations that agree everywhere are equal. `Finset.sum_lt_sum` then compares the sums from a weak inequality in every term and a strict one in at least one term.

## Two sets of modes in three dimensions

The examples use labels 0, 1, 2 for modes and for components alike. The new modes are the Cartesian unit vectors, so $W_{ij}$ is the square of component $j$ of old mode $i$.

```lean
/-- The three Cartesian unit vectors, used as new modes in the examples. -/
def cartesianModes : Fin 3 → EuclideanSpace ℝ (Fin 3) :=
  ![!₂[1, 0, 0], !₂[0, 1, 0], !₂[0, 0, 1]]

/-- Old modes of which the first two are mixed in the ratio 3 : 4. -/
def swappedModes : Fin 3 → EuclideanSpace ℝ (Fin 3) :=
  ![!₂[3 / 5, 4 / 5, 0], !₂[4 / 5, -3 / 5, 0], !₂[0, 0, 1]]
```

The old modes are $(3/5, 4/5, 0)$, $(4/5, -3/5, 0)$ and $(0, 0, 1)$. Modes 0 and 1 have weight $16/25$ with each other's Cartesian direction and $9/25$ with their own. Mode 2 is unchanged.

```lean
/-- Three vectors whose components depend on a real parameter `s`; the second example uses them as
old modes with `s = √12`. -/
def mixedModes (s : ℝ) : Fin 3 → EuclideanSpace ℝ (Fin 3) :=
  ![!₂[s / 5, 3 / 5, 2 / 5], !₂[s / 5, -2 / 5, -3 / 5], !₂[-1 / 5, s / 5, -s / 5]]
```

The second example takes $s = \sqrt{12}$, which gives the old modes $(\sqrt{12}, 3, 2)/5$, $(\sqrt{12}, -2, -3)/5$ and $(-1, \sqrt{12}, -\sqrt{12})/5$. Their squared lengths are $(12+9+4)/25$, $(12+4+9)/25$ and $(1+12+12)/25$, all equal to 1. The products of mode 0 with mode 1, of mode 0 with mode 2 and of mode 1 with mode 2 are

$$
\frac{12 - 6 - 6}{25}, \qquad \frac{\sqrt{12}\,(-1 + 3 - 2)}{25}, \qquad \frac{\sqrt{12}\,(-1 - 2 + 3)}{25},
$$

and all three vanish.

```lean
/-- The inner product of two vectors in three dimensions, in components. -/
theorem inner_three (a b c d e f : ℝ) :
    inner ℝ (!₂[a, b, c] : EuclideanSpace ℝ (Fin 3)) !₂[d, e, f]
      = a * d + b * e + c * f := by
  simp [PiLp.inner_apply, Fin.sum_univ_three]
  ring

/-- Three vectors are orthonormal if their component-wise products sum to one on the
diagonal and to zero off it. -/
theorem orthonormal_of_components (u : Fin 3 → EuclideanSpace ℝ (Fin 3))
    (h : ∀ i j, u i 0 * u j 0 + u i 1 * u j 1 + u i 2 * u j 2 = if i = j then 1 else 0) :
    Orthonormal ℝ u := by
  rw [orthonormal_iff_ite]
  intro i j
  rw [← h i j]
  simp only [PiLp.inner_apply, Fin.sum_univ_three, RCLike.inner_apply, conj_trivial]
  ring

/-- The Cartesian modes are orthonormal. -/
theorem cartesianModes_orthonormal : Orthonormal ℝ cartesianModes := by
  apply orthonormal_of_components
  intro i j
  fin_cases i <;> fin_cases j <;> simp [cartesianModes]
```

These three lemmas reduce the geometry to arithmetic. The first writes an inner product in components, the second reduces orthonormality to the nine component sums, and the third checks those sums for the Cartesian vectors.

## An exchange of order that tracking recognises

```lean
/-- The swapped modes are orthonormal, as are the Cartesian ones, and each swapped mode has overlap
weight above one half with some Cartesian mode; for the first old mode it is the second Cartesian
one. -/
theorem exists_tracking_perm_witness :
    Orthonormal ℝ swappedModes ∧ Orthonormal ℝ cartesianModes ∧
      (∀ i, ∃ j, 1 / 2 < overlapWeight swappedModes cartesianModes i j) ∧
      1 / 2 < overlapWeight swappedModes cartesianModes 0 1 := by
  have h01 : 1 / 2 < overlapWeight swappedModes cartesianModes 0 1 := by
    norm_num [overlapWeight, swappedModes, cartesianModes, inner_three]
  refine ⟨?_, cartesianModes_orthonormal, ?_, h01⟩
  · apply orthonormal_of_components
    intro i j
    fin_cases i <;> fin_cases j <;> simp [swappedModes] <;> norm_num
  · intro i
    fin_cases i
    · exact ⟨1, h01⟩
    · exact ⟨0, by norm_num [overlapWeight, swappedModes, cartesianModes, inner_three]⟩
    · refine ⟨2, ?_⟩
      show (1 / 2 : ℝ) < (inner ℝ (!₂[0, 0, 1] : EuclideanSpace ℝ (Fin 3)) !₂[0, 0, 1]) ^ 2
      rw [inner_three]
      norm_num
```

The theorem confirms that the first example meets every hypothesis of `exists_tracking_perm`, and that old mode 0 has its dominant partner at new mode 1. The permutation is therefore not the identity: it exchanges 0 and 1 and leaves 2 in place. For old modes 0 and 1, tracking by position in the list would have picked a new mode of weight $9/25$ instead of the one of weight $16/25$. In the proof, the partners 1, 0 and 2 are supplied for the three old modes and the weights are evaluated in exact rational arithmetic.

## Failure at a weight of 12/25

For the second example the table of weights, with old modes as rows and new modes as columns, is

$$
W = \frac{1}{25}\begin{pmatrix} 12 & 9 & 4 \\ 12 & 4 & 9 \\ 1 & 12 & 12 \end{pmatrix}.
$$

Every row contains a weight of $12/25 = 0.48$, just below one half. Yet rows 0 and 1 both have their strict maximum in column 0, so giving each old mode its best partner assigns new mode 0 twice.

```lean
/-- Two orthonormal families for which tracking fails: every old mode has a partner of weight at
least 12/25, yet two old modes have their strict maximum at the same new mode. -/
theorem tracking_fails_below_half :
    Orthonormal ℝ (mixedModes √12) ∧ Orthonormal ℝ cartesianModes ∧
      (∀ i, ∃ j, 12 / 25 ≤ overlapWeight (mixedModes √12) cartesianModes i j) ∧
      (∀ j, j ≠ 0 → overlapWeight (mixedModes √12) cartesianModes 0 j
        < overlapWeight (mixedModes √12) cartesianModes 0 0) ∧
      (∀ j, j ≠ 0 → overlapWeight (mixedModes √12) cartesianModes 1 j
        < overlapWeight (mixedModes √12) cartesianModes 1 0) := by
  have hs : (√12 : ℝ) ^ 2 = 12 := Real.sq_sqrt (by norm_num)
  generalize (√12 : ℝ) = s at hs ⊢
  -- the full table of overlap weights
  have table : ∀ i j, overlapWeight (mixedModes s) cartesianModes i j =
      !![12 / 25, 9 / 25, 4 / 25; 12 / 25, 4 / 25, 9 / 25; 1 / 25, 12 / 25, 12 / 25] i j := by
    intro i j
    fin_cases i <;> fin_cases j <;>
      simp [overlapWeight, mixedModes, cartesianModes, inner_three] <;> nlinarith [hs]
  refine ⟨?_, cartesianModes_orthonormal, ?_, ?_, ?_⟩
  · apply orthonormal_of_components
    intro i j
    fin_cases i <;> fin_cases j <;> simp [mixedModes] <;> nlinarith [hs]
  · intro i
    fin_cases i
    · exact ⟨0, by rw [table]; norm_num⟩
    · exact ⟨0, by rw [table]; norm_num⟩
    · exact ⟨1, by rw [table]; norm_num⟩
  · intro j hj
    rw [table, table]
    fin_cases j <;> first | exact absurd rfl hj | norm_num
  · intro j hj
    rw [table, table]
    fin_cases j <;> first | exact absurd rfl hj | norm_num

end

end ModeTracking
```

The statement lists the orthonormality of both families, a partner of weight at least $12/25$ for every old mode, and the strict maximum at new mode 0 for old modes 0 and 1. It shows that the conclusion can fail if the hypothesis asks only for a partner of weight at least $12/25$, instead of one above $1/2$. Conditions between these two are not treated.

In the proof, `generalize` replaces $\sqrt{12}$ by a symbol `s` of which only $s^2 = 12$ is kept, since the arithmetic uses nothing else. The fact `table` establishes the nine weights, and the claims about partners and maxima are then read off from it by comparing fractions.

```lean
#print axioms ModeTracking.exists_tracking_perm
#print axioms ModeTracking.tracking_perm_maximises_total
#print axioms ModeTracking.tracking_fails_below_half
```

```
'ModeTracking.exists_tracking_perm' depends on axioms: [propext, Classical.choice, Quot.sound]
'ModeTracking.tracking_perm_maximises_total' depends on axioms: [propext, Classical.choice, Quot.sound]
'ModeTracking.tracking_fails_below_half' depends on axioms: [propext, Classical.choice, Quot.sound]
```
